# Orthogonality of lattice phases: the sum of exp(2πi k b / N) over a ring of N sites

For `m : ZMod N` with `N` nonzero, let `phase m` be `exp(2πi m / N)`, where `m` is represented by an integer from `0` to `N - 1`. `sum_phase` states that the sum of `phase (k * b)` over all `k : ZMod N`, with no `1/N` prefactor, equals `N` when `b = 0` and vanishes otherwise. This is the orthogonality relation behind plane waves on a periodic lattice of `N` sites. For `b ≠ 0` the attempt shows `phase b ≠ 1`, reindexes the sum by `k ↦ k + 1` via `Fintype.sum_equiv` and `Equiv.addRight`, and concludes from `(phase b - 1) * ∑ = 0`.

The first attempt, which Lean rejects:

```lean
import Mathlib

open scoped Matrix
open Polynomial (X C)

namespace CirculantHamiltonian

noncomputable section

variable {N : ℕ} [NeZero N]

/-- The lattice phase factor `exp(2πi m / N)` on a ring of `N` sites. -/
def phase (m : ZMod N) : ℂ :=
  Complex.exp (2 * Real.pi * Complex.I * (m.val : ℂ) / (N : ℂ))

/-- The lattice phase factor is the standard additive character of `ZMod N`. -/
theorem phase_eq (m : ZMod N) : phase m = ZMod.stdAddChar m := by
  rw [ZMod.stdAddChar_apply, ZMod.toCircle_apply, phase]

/-- Phases multiply when their arguments add modulo `N`. -/
theorem phase_add (a b : ZMod N) : phase (a + b) = phase a * phase b := by
  simp only [phase_eq, AddChar.map_add_eq_mul]

/-- The lattice sum `∑ₖ exp(2πi k b / N)` is `N` for `b = 0` and zero otherwise. -/
theorem sum_phase (b : ZMod N) :
    ∑ k : ZMod N, phase (k * b) = if b = 0 then (N : ℂ) else 0 := by
  split_ifs with hb
  · subst hb
    simp [phase, ZMod.card]
  · have h1 : phase b ≠ 1 := by
      intro h
      apply hb
      apply ZMod.injective_stdAddChar
      rw [← phase_eq, h, AddChar.map_zero_eq_one]
    -- shifting `k → k + 1` multiplies the sum by `phase b ≠ 1`
    have h2 : ∑ k : ZMod N, phase b * phase (k * b) = ∑ k : ZMod N, phase (k * b) := by
      refine Fintype.sum_equiv (Equiv.addRight (1 : ZMod N)) _ _ fun k => ?_
      show phase b * phase (k * b) = phase ((k + 1) * b)
      rw [← phase_add, show b + k * b = (k + 1) * b by ring]
    rw [← Finset.mul_sum] at h2
    have h3 : (phase b - 1) * ∑ k : ZMod N, phase (k * b) = 0 := by
      linear_combination h2
    exact (mul_eq_zero.mp h3).resolve_left (sub_ne_zero.mpr h1)

end

end CirculantHamiltonian
```

The error:

```
Main.lean:38:6: error: (deterministic) timeout at `isDefEq`, maximum number of heartbeats (200000) has been reached

Note: Use `set_option maxHeartbeats <num>` to set the limit.

Hint: Additional diagnostic information may be available using the `set_option diagnostics true` command.
Main.lean:41:4: error: (deterministic) timeout at `«tactic execution»`, maximum number of heartbeats (200000) has been reached

Note: Use `set_option maxHeartbeats <num>` to set the limit.

Hint: Additional diagnostic information may be available using the `set_option diagnostics true` command.
Main.lean:38:44: error: (deterministic) timeout at `«synthesize pending MVars»`, maximum number of heartbeats (200000) has been reached

Note: Use `set_option maxHeartbeats <num>` to set the limit.

Hint: Additional diagnostic information may be available using the `set_option diagnostics true` command.
```

What went wrong. All three messages are heartbeat timeouts; none says a statement is false. The first is at the `show` on line 38. After the `refine`, the goal mentions `(Equiv.addRight 1) k`, while `show` writes `k + 1`, so Lean must check by `isDefEq` that the two forms agree definitionally. The declaration's budget of 200000 heartbeats runs out during that check. The messages do not show which unfolding is costly. The third message points at `(k + 1)` inside the same `show`. The second points at `have h3`, which the diff leaves unchanged and which compiles afterwards: the budget is shared by the whole declaration and was already spent.

The repair drops the `show`. The fact `e` is stated with `(Equiv.addRight (1 : ZMod N)) k * b`, the form the goal has; `simp only [Equiv.coe_addRight]` rewrites the application to `k + 1`, and `ring` closes it. The old `rw` relied on the shape `show` was to provide, so it is replaced by a term: `(phase_add b (k * b)).symm` gives `phase b * phase (k * b) = phase (b + k * b)`, and `congrArg phase e` carries this to the goal's right side.

The change, after which it compiles:

```diff
@@ -36,6 +36,8 @@
     have h2 : ∑ k : ZMod N, phase b * phase (k * b) = ∑ k : ZMod N, phase (k * b) := by
       refine Fintype.sum_equiv (Equiv.addRight (1 : ZMod N)) _ _ fun k => ?_
-      show phase b * phase (k * b) = phase ((k + 1) * b)
-      rw [← phase_add, show b + k * b = (k + 1) * b by ring]
+      have e : b + k * b = (Equiv.addRight (1 : ZMod N)) k * b := by
+        simp only [Equiv.coe_addRight]
+        ring
+      exact (phase_add b (k * b)).symm.trans (congrArg phase e)
     rw [← Finset.mul_sum] at h2
     have h3 : (phase b - 1) * ∑ k : ZMod N, phase (k * b) = 0 := by
```
